# The first-order wavefunction fixes the Rayleigh–Schrödinger energy through third order

## Does the third-order energy need the second-order wavefunction?

I have run a second-order perturbation calculation for a molecule in a finite basis, so I have the first-order correction $u_1$ to my reference state $f$. Now I want the third-order energy. Its definition, $E_3=\langle f,Vu_2\rangle$, asks for the second-order correction $u_2$, which would mean solving another linear system. Yet I have been told that

$$E_3=\langle u_1,(V-E_1)u_1\rangle ,$$

so that $u_1$ is enough. I would like to see this derived with every step written out, and checked by machine, with the hypotheses in plain view. Does the same trick work at higher orders, and does $E_3$ say anything about the true ground-state energy?

## Symmetry moves the second-order function out of $E_3$

The second-order function is not needed: $u_1$ is enough, with the corrections chosen orthogonal to $f$. In the same way $u_1$ and $u_2$ give the energy through fifth order. The sum of the second- and third-order terms also appears in an upper bound to the ground-state energy.

### The derivation by hand

Let $H_0$ and $V$ be real symmetric, with $H_0f=E_0f$ and $\|f\|=1$. Insert $f+tu_1+t^2u_2+\dots$ and $E_0+tE_1+t^2E_2+\dots$ into the eigenvalue equation of $H_0+tV$ and collect powers of $t$. With $K=H_0-E_0$ and $W=V-E_1$, this gives

$$\begin{aligned}
Ku_1&=-Wf,\\
Ku_2&=E_2f-Wu_1,\\
Ku_3&=E_2u_1+E_3f-Wu_2,\\
Ku_4&=E_2u_2+E_3u_1+E_4f-Wu_3.
\end{aligned}$$

Impose intermediate normalisation, $\langle f,u_n\rangle=0$ for $n\ge1$. Projecting each order on $f$ gives $E_1=\langle f,Vf\rangle$ and $E_{n+1}=\langle f,Vu_n\rangle$. For $n\ge1$ the latter is also $\langle f,Wu_n\rangle$, because the $E_1$ term vanishes.

**Third order.** Evaluate $\langle u_1,Ku_2\rangle$ in two ways. The equation for $u_2$ gives

$$\langle u_1,Ku_2\rangle=E_2\langle u_1,f\rangle-\langle u_1,Wu_1\rangle=-\langle u_1,Wu_1\rangle .$$

Moving $K$ to the left and using the equation for $u_1$ gives

$$\langle Ku_1,u_2\rangle=-\langle Wf,u_2\rangle=-\langle f,Wu_2\rangle=-E_3 .$$

Hence $E_3=\langle u_1,Wu_1\rangle$.

**Fourth and fifth order.** For any equation $Kv=r-Wu$ with $\langle f,v\rangle=0$, the same argument gives $\langle f,Vv\rangle=\langle u_1,Wu\rangle-\langle u_1,r\rangle$. For $v=u_3$ and $v=u_4$ this reads

$$\begin{aligned}
E_4&=\langle u_1,Wu_2\rangle-E_2\langle u_1,u_1\rangle,\\
E_5&=\langle u_1,Wu_3\rangle-E_2\langle u_1,u_2\rangle-E_3\langle u_1,u_1\rangle .
\end{aligned}$$

The last line still contains $u_3$. Equating $\langle u_2,Ku_3\rangle$ with $\langle Ku_2,u_3\rangle$ gives

$$E_2\langle u_2,u_1\rangle-\langle u_2,Wu_2\rangle=-\langle u_1,Wu_3\rangle ,$$

and therefore

$$E_5=\langle u_2,Wu_2\rangle-2E_2\langle u_1,u_2\rangle-E_3\langle u_1,u_1\rangle .$$

**The energy of a trial state.** Define the Hylleraas functional $J(u)=\langle u,Ku\rangle+2\langle u,Wf\rangle$. The first-order equation gives $J(u_1)=-\langle u_1,Wf\rangle+2\langle u_1,Wf\rangle=\langle u_1,Vf\rangle=E_2$. For the trial state $f+tu$, use $Kf=0$ and $\langle f,Wf\rangle=0$:

$$\langle f+tu,(K+tW)(f+tu)\rangle=t^2J(u)+t^3\langle u,Wu\rangle .$$

Set $u=u_1$ and divide by the squared norm $1+t^2\|u_1\|^2$. The variational principle then bounds the ground-state energy $E_g$ of $H_0+tV$:

$$E_g\le E_0+tE_1+\frac{t^2E_2+t^3E_3}{1+t^2\|u_1\|^2}.$$

### The Lean file

```lean
import Mathlib

open scoped InnerProductSpace

namespace ThirdOrderPerturbation

noncomputable section

variable {E : Type*} [NormedAddCommGroup E] [InnerProductSpace ℝ E]

/-- The energy correction `⟨f, V u⟩` obtained from the wavefunction correction `u`
and the reference state `f`. -/
def energy (V : E →ₗ[ℝ] E) (f u : E) : ℝ := ⟪f, V u⟫_ℝ

/-- The fluctuation operator `V - E1` applied to `u`, where `E1 = ⟨f, V f⟩`. -/
def fluct (V : E →ₗ[ℝ] E) (f u : E) : E := V u - energy V f f • u

/-- The Rayleigh-Schroedinger equation `(H0 - E0) v = r - (V - E1) u` for the correction `v`,
with `u` the correction one order below and `r` the terms with the higher energy corrections. -/
def SolvesOrder (H0 V : E →ₗ[ℝ] E) (E0 : ℝ) (f u r v : E) : Prop :=
  H0 v - E0 • v = r - fluct V f u

/-- The Hylleraas functional `J(u) = ⟨u, (H0 - E0) u⟩ + 2 ⟨u, (V - E1) f⟩`. -/
def hylleraas (H0 V : E →ₗ[ℝ] E) (E0 : ℝ) (f u : E) : ℝ :=
  ⟪u, H0 u - E0 • u⟫_ℝ + 2 * ⟪u, fluct V f f⟫_ℝ

variable {H0 V : E →ₗ[ℝ] E} {E0 : ℝ} {f u1 u2 u3 u4 : E}

/-- The fluctuation operator is symmetric. -/
theorem fluct_symm (hV : V.IsSymmetric) (f u v : E) :
    ⟪fluct V f u, v⟫_ℝ = ⟪u, fluct V f v⟫_ℝ := by
  unfold fluct
  rw [inner_sub_left, inner_sub_right, real_inner_smul_left, real_inner_smul_right, hV u v]

/-- Exchange identity: the source term of one perturbation equation, paired with the solution
of another, gives the same number when the two equations trade places. -/
theorem exchange (hH : H0.IsSymmetric) {u r v u' r' v' : E}
    (h' : SolvesOrder H0 V E0 f u' r' v') (h : SolvesOrder H0 V E0 f u r v) :
    ⟪v', r - fluct V f u⟫_ℝ = ⟪r' - fluct V f u', v⟫_ℝ := by
  unfold SolvesOrder at h h'
  rw [← h, ← h', inner_sub_right, inner_sub_left, real_inner_smul_right,
    real_inner_smul_left, hH v' v]

/-- The energy correction from `v` can be computed from the first-order function `u1` and the
source terms of the equation for `v`. -/
theorem energy_eq_of_first_order (hH : H0.IsSymmetric) (hV : V.IsSymmetric) {u r v : E}
    (h1 : SolvesOrder H0 V E0 f f 0 u1) (h : SolvesOrder H0 V E0 f u r v)
    (hv : ⟪f, v⟫_ℝ = 0) :
    energy V f v = ⟪u1, fluct V f u⟫_ℝ - ⟪u1, r⟫_ℝ := by
  have a := exchange hH h1 h
  rw [inner_sub_right, inner_sub_left, inner_zero_left, fluct_symm hV f f v] at a
  -- the component along `f` drops out by intermediate normalisation
  have b : ⟪f, fluct V f v⟫_ℝ = energy V f v := by
    unfold fluct
    rw [inner_sub_right, real_inner_smul_right, hv, mul_zero, sub_zero]
    rfl
  linarith

/-- Third-order energy from the first-order wavefunction:
`E3 = ⟨f, V u2⟩ = ⟨u1, (V - E1) u1⟩`. -/
theorem third_order_energy (hH : H0.IsSymmetric) (hV : V.IsSymmetric)
    (h1 : SolvesOrder H0 V E0 f f 0 u1)
    (h2 : SolvesOrder H0 V E0 f u1 (energy V f u1 • f) u2)
    (o1 : ⟪f, u1⟫_ℝ = 0) (o2 : ⟪f, u2⟫_ℝ = 0) :
    energy V f u2 = ⟪u1, fluct V f u1⟫_ℝ := by
  have o1' : ⟪u1, f⟫_ℝ = 0 := by rw [real_inner_comm]; exact o1
  rw [energy_eq_of_first_order hH hV h1 h2 o2, real_inner_smul_right, o1', mul_zero, sub_zero]

/-- Fourth-order energy from the first two wavefunction corrections:
`E4 = ⟨u1, (V - E1) u2⟩ - E2 ⟨u1, u1⟩`. -/
theorem fourth_order_energy (hH : H0.IsSymmetric) (hV : V.IsSymmetric)
    (h1 : SolvesOrder H0 V E0 f f 0 u1)
    (h3 : SolvesOrder H0 V E0 f u2 (energy V f u1 • u1 + energy V f u2 • f) u3)
    (o1 : ⟪f, u1⟫_ℝ = 0) (o3 : ⟪f, u3⟫_ℝ = 0) :
    energy V f u3 = ⟪u1, fluct V f u2⟫_ℝ - energy V f u1 * ⟪u1, u1⟫_ℝ := by
  have o1' : ⟪u1, f⟫_ℝ = 0 := by rw [real_inner_comm]; exact o1
  rw [energy_eq_of_first_order hH hV h1 h3 o3, inner_add_right, real_inner_smul_right,
    real_inner_smul_right, o1', mul_zero, add_zero]

/-- Fifth-order energy from the first two wavefunction corrections:
`E5 = ⟨u2, (V - E1) u2⟩ - 2 E2 ⟨u1, u2⟩ - E3 ⟨u1, u1⟩`. -/
theorem fifth_order_energy (hH : H0.IsSymmetric) (hV : V.IsSymmetric)
    (h1 : SolvesOrder H0 V E0 f f 0 u1)
    (h2 : SolvesOrder H0 V E0 f u1 (energy V f u1 • f) u2)
    (h3 : SolvesOrder H0 V E0 f u2 (energy V f u1 • u1 + energy V f u2 • f) u3)
    (h4 : SolvesOrder H0 V E0 f u3
      (energy V f u1 • u2 + energy V f u2 • u1 + energy V f u3 • f) u4)
    (o1 : ⟪f, u1⟫_ℝ = 0) (o2 : ⟪f, u2⟫_ℝ = 0) (o3 : ⟪f, u3⟫_ℝ = 0) (o4 : ⟪f, u4⟫_ℝ = 0) :
    energy V f u4 = ⟪u2, fluct V f u2⟫_ℝ - 2 * energy V f u1 * ⟪u1, u2⟫_ℝ
      - energy V f u2 * ⟪u1, u1⟫_ℝ := by
  have o1' : ⟪u1, f⟫_ℝ = 0 := by rw [real_inner_comm]; exact o1
  have o2' : ⟪u2, f⟫_ℝ = 0 := by rw [real_inner_comm]; exact o2
  have c : ⟪u2, u1⟫_ℝ = ⟪u1, u2⟫_ℝ := real_inner_comm _ _
  -- first exchange removes `u4`, the second removes `u3`
  have a := energy_eq_of_first_order hH hV h1 h4 o4
  have b := exchange hH h2 h3
  simp only [inner_add_right, real_inner_smul_right, o1', mul_zero] at a
  simp only [inner_sub_left, inner_sub_right, inner_add_right, real_inner_smul_left,
    real_inner_smul_right, o2', o3, c, mul_zero] at b
  rw [fluct_symm hV f u1 u3] at b
  linarith

/-- At the first-order wavefunction the Hylleraas functional equals the second-order energy
`E2 = ⟨f, V u1⟩`. -/
theorem hylleraas_first_order (hV : V.IsSymmetric)
    (h1 : SolvesOrder H0 V E0 f f 0 u1) (o1 : ⟪f, u1⟫_ℝ = 0) :
    hylleraas H0 V E0 f u1 = energy V f u1 := by
  have b : ⟪u1, fluct V f f⟫_ℝ = energy V f u1 := by
    have o1' : ⟪u1, f⟫_ℝ = 0 := by rw [real_inner_comm]; exact o1
    unfold fluct
    rw [inner_sub_right, real_inner_smul_right, o1', mul_zero, sub_zero, ← hV u1 f,
      real_inner_comm]
    rfl
  unfold SolvesOrder at h1
  unfold hylleraas
  rw [h1, inner_sub_right, inner_zero_right, b]
  ring

/-- Exact expectation value of `H0 + t V` in the unnormalised trial state `f + t u`: beyond
`E0 + t E1` times the squared norm there remain `t² J(u)` and `t³ ⟨u, (V - E1) u⟩`. -/
theorem trial_expectation (hH : H0.IsSymmetric) (hV : V.IsSymmetric)
    (hf : H0 f = E0 • f) (hn : ‖f‖ = 1) (t : ℝ) (u : E) :
    ⟪f + t • u, H0 (f + t • u) + t • V (f + t • u)⟫_ℝ
      = (E0 + t * energy V f f) * ⟪f + t • u, f + t • u⟫_ℝ
        + t ^ 2 * hylleraas H0 V E0 f u + t ^ 3 * ⟪u, fluct V f u⟫_ℝ := by
  have ff : ⟪f, f⟫_ℝ = 1 := by rw [real_inner_self_eq_norm_sq, hn]; norm_num
  have e : ⟪f, H0 u⟫_ℝ = E0 * ⟪f, u⟫_ℝ := by rw [← hH f u, hf, real_inner_smul_left]
  have s : ⟪u, V f⟫_ℝ = ⟪f, V u⟫_ℝ := by rw [← hV u f, real_inner_comm]
  have c : ⟪u, f⟫_ℝ = ⟪f, u⟫_ℝ := real_inner_comm _ _
  simp only [hylleraas, fluct, energy, map_add, map_smul, hf, inner_add_left, inner_add_right,
    inner_sub_right, real_inner_smul_left, real_inner_smul_right, ff, e, s, c]
  ring

/-- Any lower bound `Eg` of the energy expectation values of `H0 + t V`, such as its ground-state
energy, is at most `E0 + t E1 + (t² E2 + t³ E3) / (1 + t² ‖u1‖²)`. -/
theorem ground_energy_le (hH : H0.IsSymmetric) (hV : V.IsSymmetric)
    (hf : H0 f = E0 • f) (hn : ‖f‖ = 1)
    (h1 : SolvesOrder H0 V E0 f f 0 u1)
    (h2 : SolvesOrder H0 V E0 f u1 (energy V f u1 • f) u2)
    (o1 : ⟪f, u1⟫_ℝ = 0) (o2 : ⟪f, u2⟫_ℝ = 0) (t Eg : ℝ)
    (hE : ∀ x : E, Eg * ⟪x, x⟫_ℝ ≤ ⟪x, H0 x + t • V x⟫_ℝ) :
    Eg ≤ E0 + t * energy V f f
      + (t ^ 2 * energy V f u1 + t ^ 3 * energy V f u2) / (1 + t ^ 2 * ‖u1‖ ^ 2) := by
  have o1' : ⟪u1, f⟫_ℝ = 0 := by rw [real_inner_comm]; exact o1
  have n : ⟪f + t • u1, f + t • u1⟫_ℝ = 1 + t ^ 2 * ‖u1‖ ^ 2 := by
    simp only [inner_add_left, inner_add_right, real_inner_smul_left, real_inner_smul_right,
      o1, o1']
    simp only [real_inner_self_eq_norm_sq, hn]
    ring
  -- insert the first-order trial state into the variational principle
  have a := hE (f + t • u1)
  rw [trial_expectation hH hV hf hn, hylleraas_first_order hV h1 o1,
    ← third_order_energy hH hV h1 h2 o1 o2, n] at a
  have hD : 0 < 1 + t ^ 2 * ‖u1‖ ^ 2 := by positivity
  have b : Eg - (E0 + t * energy V f f)
      ≤ (t ^ 2 * energy V f u1 + t ^ 3 * energy V f u2) / (1 + t ^ 2 * ‖u1‖ ^ 2) := by
    rw [le_div_iff₀ hD]
    linarith
  linarith

/-- The two-level operator with diagonal elements `a`, `d` and coupling `b`. -/
def twoLevel (a b d : ℝ) : EuclideanSpace ℝ (Fin 2) →ₗ[ℝ] EuclideanSpace ℝ (Fin 2) where
  toFun x := !₂[a * x 0 + b * x 1, b * x 0 + d * x 1]
  map_add' x y := by
    ext i
    fin_cases i <;> simp <;> ring
  map_smul' s x := by
    ext i
    fin_cases i <;> simp <;> ring

/-- A two-level system with level spacing 1, coupling 1 and upper-level shift `c` satisfies the
perturbation equations through fourth order, with the corrections given explicitly. -/
theorem twoLevel_witness (c : ℝ) (H0 V : EuclideanSpace ℝ (Fin 2) →ₗ[ℝ] EuclideanSpace ℝ (Fin 2))
    (hH0 : H0 = twoLevel 0 0 1) (hV : V = twoLevel 0 1 c)
    (f : EuclideanSpace ℝ (Fin 2)) (hf : f = !₂[1, 0])
    (u : ℝ → EuclideanSpace ℝ (Fin 2)) (hu : u = fun x => !₂[0, x]) :
    H0.IsSymmetric ∧ V.IsSymmetric ∧ H0 f = (0 : ℝ) • f ∧ ‖f‖ = 1 ∧ (∀ x, ⟪f, u x⟫_ℝ = 0) ∧
    SolvesOrder H0 V 0 f f 0 (u (-1)) ∧
    SolvesOrder H0 V 0 f (u (-1)) (energy V f (u (-1)) • f) (u c) ∧
    SolvesOrder H0 V 0 f (u c)
      (energy V f (u (-1)) • u (-1) + energy V f (u c) • f) (u (1 - c ^ 2)) ∧
    SolvesOrder H0 V 0 f (u (1 - c ^ 2))
      (energy V f (u (-1)) • u c + energy V f (u c) • u (-1)
        + energy V f (u (1 - c ^ 2)) • f) (u (c ^ 3 - 3 * c)) := by
  subst hH0 hV hf hu
  have sym : ∀ a b d : ℝ, (twoLevel a b d).IsSymmetric := by
    intro a b d x y
    simp [twoLevel, PiLp.inner_apply, Fin.sum_univ_two]
    ring
  -- the coupling reads off the upper-level amplitude
  have en : ∀ x : ℝ, energy (twoLevel 0 1 c) !₂[1, 0] !₂[0, x] = x := by
    intro x
    simp [energy, twoLevel, PiLp.inner_apply, Fin.sum_univ_two]
  have e1 : energy (twoLevel 0 1 c) !₂[1, 0] !₂[1, 0] = 0 := by
    simp [energy, twoLevel, PiLp.inner_apply, Fin.sum_univ_two]
  refine ⟨sym _ _ _, sym _ _ _, ?_, ?_, ?_, ?_, ?_, ?_, ?_⟩
  · ext i
    fin_cases i <;> simp [twoLevel]
  · simp [EuclideanSpace.norm_eq, Fin.sum_univ_two]
  · intro x
    simp [PiLp.inner_apply, Fin.sum_univ_two]
  all_goals
    simp only [SolvesOrder, fluct, en, e1]
    ext i
    fin_cases i <;> simp [twoLevel] <;> ring

end

end ThirdOrderPerturbation
```

```lean
#print axioms ThirdOrderPerturbation.third_order_energy
#print axioms ThirdOrderPerturbation.fourth_order_energy
#print axioms ThirdOrderPerturbation.fifth_order_energy
#print axioms ThirdOrderPerturbation.ground_energy_le
```

```
'ThirdOrderPerturbation.third_order_energy' depends on axioms: [propext, Classical.choice, Quot.sound]
'ThirdOrderPerturbation.fourth_order_energy' depends on axioms: [propext, Classical.choice, Quot.sound]
'ThirdOrderPerturbation.fifth_order_energy' depends on axioms: [propext, Classical.choice, Quot.sound]
'ThirdOrderPerturbation.ground_energy_le' depends on axioms: [propext, Classical.choice, Quot.sound]
```

### What the theorems say

The space `E` is a real inner-product space of any dimension, and `H0` and `V` are linear maps defined on all of it. This fits the matrices of a finite-basis calculation. An unbounded Hamiltonian with its own dense domain does not fit directly, and neither do complex wavefunctions.

`energy V f u` is $\langle f,Vu\rangle$. Thus `energy V f f` is $E_1$, `energy V f u1` is $E_2$, and `energy V f u2` is $E_3$. `fluct V f u` is $Wu$. `SolvesOrder H0 V E0 f u r v` is the equation $Kv=r-Wu$, where `u` is the correction one order below `v` and `r` collects the terms with $E_2$ and higher energies.

`third_order_energy` says: if `H0` and `V` are symmetric, `u1` and `u2` solve their equations (`h1`, `h2`), and both are orthogonal to `f` (`o1`, `o2`), then $E_3=\langle u_1,Wu_1\rangle$. It needs neither the normalisation of `f` nor its eigenvalue equation; those enter in `trial_expectation` and `ground_energy_le`. In the latter, `Eg` is any number with $E_g\langle x,x\rangle\le\langle x,(H_0+tV)x\rangle$ for all $x$, which the ground-state energy satisfies.

Solutions of the perturbation equations are assumed and not constructed. If $E_0$ is degenerate, their existence is a real condition on $V$. The energies are the coefficients that the equations produce, and convergence of the series is not addressed. For $J$, the file establishes its value at $u_1$; that $u_1$ minimises it would require $K$ to be positive semidefinite, which is assumed nowhere.

The third- and fifth-order formulas are the cases $n=1$ and $n=2$ of Wigner's $2n+1$ rule, by which corrections through order $n$ determine the energy through order $2n+1$. General $n$ is not treated.

### How the proof follows the derivation

`fluct_symm` moves $W$ across the inner product. `exchange` is the two-way evaluation: it replaces each source term by $K$ acting on the solution, then uses the symmetry of `H0`.

`energy_eq_of_first_order` applies `exchange` to the first-order equation and an arbitrary one. Its inner step `b` is $\langle f,Wv\rangle=\langle f,Vv\rangle$, where intermediate normalisation enters. `third_order_energy` and `fourth_order_energy` insert the respective source terms and remove $\langle u_1,f\rangle$. `fifth_order_energy` has two ingredients: `a` removes $u_4$, and `b`, an exchange between the second- and third-order equations, removes $u_3$. `linarith` combines them.

`hylleraas_first_order` substitutes the first-order equation into $J$. `trial_expectation` expands both sides by linearity, rewrites the cross terms by symmetry, and leaves the polynomial identity in $t$ to `ring`. `ground_energy_le` inserts $f+tu_1$ into the hypothesis `hE` and divides by the positive squared norm.

`twoLevel_witness` supplies an example in which all the equations are satisfied: $H_0=\mathrm{diag}(0,1)$, and $V$ has coupling $1$ and upper diagonal element $c$. The upper-level components of $u_1,\dots,u_4$ are $-1$, $c$, $1-c^2$ and $c^3-3c$. Since $V$ couples them to $f$ with strength $1$, these numbers are also $E_2,\dots,E_5$.

### Without orthogonality the two expressions can differ

Take the one-dimensional space $\mathbb R$ with $H_0=0$, $V=1$, $f=1$ and $E_0=0$. The perturbation is a constant shift, so $E_1=1$ and $W=0$. Then $u_1=0$ and $E_2=0$, and the second-order equation reads $0=0$, which $u_2=f$ solves. Now $\langle f,Vu_2\rangle=1$, while $\langle u_1,Wu_1\rangle=0$. The exact energy is $t$, so the true $E_3$ is $0$, and it is $\langle f,Vu_2\rangle$ that has gone wrong. Only the condition $\langle f,u_2\rangle=0$ is violated. It removes the freedom to add a multiple of $f$ to $u_2$, which would otherwise add the same multiple of $E_1$ to the computed $E_3$.

### The third-order energy in code

Suppose that $H_0$ is diagonal with entries `e`, the reference is state 0, and no other entry equals `e[0]`. With NumPy and a real symmetric matrix `V`:

```python
E1 = V[0, 0]
u1 = np.zeros(len(e))
u1[1:] = -V[1:, 0] / (e[1:] - e[0])
E2 = V[0] @ u1
E3 = u1 @ (V @ u1 - E1 * u1)
```

The third-order step costs one more product of `V` with a vector. For this diagonal $H_0$, finding $u_2$ would add only a division by the same energy differences; the formula saves real work when $H_0$ is not diagonal and each correction means solving a linear system. In Møller–Plesset theory in a finite basis with a canonical Hartree–Fock reference, `u1` contains only double excitations, so the MP3 energy follows from the doubles amplitudes already used for MP2 and the matrix elements of $V-E_1$ between double excitations.
